# For Hermitian V and positive populations, the Kubo-Mori sum lies between its geometric-mean version and tr(ρV²)

Q: I have a finite quantum system in equilibrium at inverse temperature \(\beta\), and I switch on a weak static field \(\lambda\), so that \(H\) becomes \(H-\lambda V\). Classically, the response of \(\langle V\rangle\) is \(\beta\) times the variance of \(V\). Quantum mechanically that fails when \(V\) and \(H\) don't commute. I am told there is a formal theorem about the size of the discrepancy, but I doubt that it speaks about my susceptibility.

A: Let's see what the susceptibility is made of. Let \(E_m\) be the energies, \(p_m=e^{-\beta E_m}/Z\) the populations with \(Z\) the partition function, \(\rho=\mathrm{diag}(p)\), and \(V_{mk}\) the matrix elements in the energy basis. The static isothermal response at \(\lambda=0\) is

\[
\chi=\beta\Big(\sum_{m,k}|V_{mk}|^2L(p_m,p_k)-\langle V\rangle^2\Big),\qquad
L(a,b)=\frac{a-b}{\ln a-\ln b},\quad L(a,a)=a .
\]

Since \(\ln p_m-\ln p_k=\beta(E_k-E_m)\), the product \(\beta L(p_m,p_k)\) is the familiar \((p_m-p_k)/(E_k-E_m)\) for different energies, and \(\beta p_m\) for equal ones. The theorem concerns the double sum, called the Kubo-Mori sum here; it is the Kubo-Mori inner product of \(V\) with itself. This response formula is the physics I bring to it; the Lean file simply defines the sum.

Q: Then show me the definitions. What is the basis, and where is the temperature?

A: The levels are labelled by a finite type `ι`, so the dimension is finite but otherwise arbitrary.

```lean
import Mathlib

open Matrix

namespace KuboMoriBounds

noncomputable section

variable {ι : Type*} [Fintype ι] [DecidableEq ι]
```

The logarithmic mean \(L\) is `logMean`. Its first branch supplies the value for equal populations, which is the limit of the quotient.

```lean
/-- The logarithmic mean of two positive numbers, equal to `a` when both are `a`. -/
def logMean (a b : ℝ) : ℝ :=
  if a = b then a else (a - b) / (Real.log a - Real.log b)
```

The state is `diagOp p`, a complex diagonal matrix with real entries. The basis is therefore an eigenbasis of \(\rho\), and the temperature enters only through `p`.

```lean
/-- The operator that is diagonal in the chosen basis with real entries `p`. -/
def diagOp (p : ι → ℝ) : Matrix ι ι ℂ := Matrix.diagonal fun m => (p m : ℂ)
```

The sum itself is `kuboMori p V`, with `‖V m k‖` the modulus of a complex matrix element.

```lean
/-- The Kubo-Mori sum of `V`: squared matrix elements weighted by the logarithmic mean
of the two (positive) populations. -/
def kuboMori (p : ι → ℝ) (V : Matrix ι ι ℂ) : ℝ :=
  ∑ m, ∑ k, ‖V m k‖ ^ 2 * logMean (p m) (p k)
```

Q: The bounds must come from comparing weights. Why should a logarithmic mean lie between the geometric and the arithmetic mean?

A: Take \(a>b>0\) and write \(a=e^{u+v}\), \(b=e^{u-v}\), so that \(u\) is the average of the two logarithms and \(v>0\) is half their difference. Then

\[
\sqrt{ab}=e^u,\qquad L(a,b)=\frac{e^{u+v}-e^{u-v}}{2v}=e^u\,\frac{\sinh v}{v},\qquad \frac{a+b}{2}=e^u\cosh v .
\]

So we need \(v<\sinh v<v\cosh v\). The left inequality holds because \(\sinh x-x\) vanishes at zero and has derivative \(\cosh x-1>0\) for \(x>0\). For the right one, \(x\cosh x-\sinh x\) also vanishes at zero, and its derivative is

\[
\cosh x+x\sinh x-\cosh x=x\sinh x>0 .
\]

Mathlib already has the left inequality. The right one is proved by this same derivative, passed to `strictMonoOn_of_deriv_pos`.

```lean
/-- For positive `v`, `sinh v` is smaller than `v cosh v`. -/
theorem sinh_lt_mul_cosh {v : ℝ} (hv : 0 < v) : Real.sinh v < v * Real.cosh v := by
  have hc : ContinuousOn (fun x : ℝ => x * Real.cosh x - Real.sinh x) (Set.Ici 0) :=
    ((continuous_id.mul Real.continuous_cosh).sub Real.continuous_sinh).continuousOn
  have hm : StrictMonoOn (fun x : ℝ => x * Real.cosh x - Real.sinh x) (Set.Ici 0) := by
    apply strictMonoOn_of_deriv_pos (convex_Ici 0) hc
    intro x hx
    rw [interior_Ici] at hx
    have hd : HasDerivAt (fun x : ℝ => x * Real.cosh x - Real.sinh x) (x * Real.sinh x) x :=
      (((hasDerivAt_id' x).fun_mul (Real.hasDerivAt_cosh x)).fun_sub
        (Real.hasDerivAt_sinh x)).congr_deriv (by ring)
    rw [hd.deriv]
    exact mul_pos hx (Real.sinh_pos_iff.2 hx)
  have h : 0 * Real.cosh 0 - Real.sinh 0 < v * Real.cosh v - Real.sinh v :=
    hm (Set.mem_Ici.2 le_rfl) (Set.mem_Ici.2 hv.le) hv
  rw [Real.sinh_zero] at h
  linarith
```

The next lemma carries out the substitution. Inside it, `key` treats the case \(x>y\): `hprod`, `hdiff` and `hsum` are the exponential forms of \(xy\), \(x-y\) and \(x+y\), and the two hyperbolic inequalities finish after multiplication by \(2v\). The case \(a<b\) follows because exchanging the arguments changes the sign of both numerator and denominator.

```lean
/-- The logarithmic mean of two different positive numbers lies strictly between their
geometric and arithmetic means. -/
theorem logMean_strict {a b : ℝ} (ha : 0 < a) (hb : 0 < b) (hab : a ≠ b) :
    √(a * b) < logMean a b ∧ logMean a b < (a + b) / 2 := by
  have key : ∀ x y : ℝ, 0 < y → y < x →
      √(x * y) < logMean x y ∧ logMean x y < (x + y) / 2 := by
    intro x y hy hyx
    have hl := Real.log_lt_log hy hyx
    -- write x = exp (u + v) and y = exp (u - v)
    obtain ⟨u, hu⟩ : ∃ u, u = (Real.log x + Real.log y) / 2 := ⟨_, rfl⟩
    obtain ⟨v, hv⟩ : ∃ v, v = (Real.log x - Real.log y) / 2 := ⟨_, rfl⟩
    have hv0 : 0 < v := by linarith
    have hxe : x = Real.exp u * Real.exp v := by
      rw [← Real.exp_add, show u + v = Real.log x by linarith, Real.exp_log (hy.trans hyx)]
    have hye : y = Real.exp u * Real.exp (-v) := by
      rw [← Real.exp_add, show u + -v = Real.log y by linarith, Real.exp_log hy]
    have hlog : Real.log x - Real.log y = 2 * v := by linarith
    have hone : Real.exp v * Real.exp (-v) = 1 := by
      rw [← Real.exp_add, add_neg_cancel, Real.exp_zero]
    have hprod : x * y = Real.exp u ^ 2 :=
      (congrArg₂ (· * ·) hxe hye).trans (by linear_combination Real.exp u ^ 2 * hone)
    have hdiff : x - y = Real.exp u * (2 * Real.sinh v) := by
      rw [Real.sinh_eq]
      linear_combination hxe - hye
    have hsum : x + y = Real.exp u * (2 * Real.cosh v) := by
      rw [Real.cosh_eq]
      linear_combination hxe + hye
    rw [logMean, if_neg hyx.ne', hlog, hprod, Real.sqrt_sq (Real.exp_pos u).le, hdiff, hsum]
    constructor
    · rw [lt_div_iff₀ (by linarith)]
      have h := Real.self_lt_sinh_iff.2 hv0
      exact mul_lt_mul_of_pos_left (by linarith) (Real.exp_pos u)
    · rw [div_lt_iff₀ (by linarith)]
      nlinarith [mul_lt_mul_of_pos_left (sinh_lt_mul_cosh hv0) (Real.exp_pos u)]
  rcases lt_or_gt_of_ne hab with h | h
  · have hc : logMean a b = logMean b a := by
      rw [logMean, logMean, if_neg hab, if_neg hab.symm, ← neg_sub b a,
        ← neg_sub (Real.log b) (Real.log a), neg_div_neg_eq]
    rw [hc, mul_comm a b, add_comm a b]
    exact key b a ha h
  · exact key a b hb h
```

Q: But \(\mathrm{tr}(\rho V^2)\) weights each element by one population, not by an average of two.

A: Hermiticity supplies the average. Since \(V_{km}=V_{mk}^*\),

\[
\mathrm{tr}(\rho V^2)=\sum_{m,k}p_mV_{mk}V_{km}=\sum_{m,k}p_m|V_{mk}|^2 .
\]

Exchanging the names \(m\) and \(k\), and using \(|V_{km}|=|V_{mk}|\), gives the same value with \(p_k\) in place of \(p_m\). Half the sum of the two expressions is

\[
\mathrm{tr}(\rho V^2)=\sum_{m,k}|V_{mk}|^2\,\frac{p_m+p_k}{2}.
\]

In the proof, `h1` is the first display, `hs` the exchange of indices and `h2` the averaging. The lemma equates the complex trace with a real number, so the trace has no imaginary part.

```lean
/-- For Hermitian `V`, the trace of `ρ V²` is the sum of the squared matrix elements weighted
by the arithmetic mean of the two populations. -/
theorem trace_rho_sq (p : ι → ℝ) {V : Matrix ι ι ℂ} (hV : V.IsHermitian) :
    trace (diagOp p * V * V)
      = ((∑ m, ∑ k, ‖V m k‖ ^ 2 * ((p m + p k) / 2) : ℝ) : ℂ) := by
  have h1 : trace (diagOp p * V * V) = ((∑ m, ∑ k, ‖V m k‖ ^ 2 * p m : ℝ) : ℂ) := by
    rw [Matrix.trace]
    push_cast
    refine Finset.sum_congr rfl fun m _ => ?_
    rw [Matrix.diag_apply, Matrix.mul_apply]
    refine Finset.sum_congr rfl fun k _ => ?_
    have h : V m k * star (V m k) = (‖V m k‖ : ℂ) ^ 2 := by
      rw [← Complex.ofReal_pow, Complex.sq_norm]
      exact Complex.mul_conj _
    simp only [diagOp, Matrix.diagonal_mul]
    rw [← hV.apply k m]
    linear_combination (p m : ℂ) * h
  -- exchanging the two indices leaves the squared matrix elements unchanged
  have hs : ∑ m, ∑ k, ‖V m k‖ ^ 2 * p k = ∑ m, ∑ k, ‖V m k‖ ^ 2 * p m := by
    rw [Finset.sum_comm]
    refine Finset.sum_congr rfl fun i _ => Finset.sum_congr rfl fun j _ => ?_
    rw [← hV.apply j i, norm_star]
  have h2 : ∑ m, ∑ k, ‖V m k‖ ^ 2 * ((p m + p k) / 2)
      = (∑ m, ∑ k, ‖V m k‖ ^ 2 * p m + ∑ m, ∑ k, ‖V m k‖ ^ 2 * p k) / 2 := by
    simp only [← Finset.sum_add_distrib, Finset.sum_div]
    refine Finset.sum_congr rfl fun i _ => Finset.sum_congr rfl fun j _ => ?_
    ring
  rw [h1, Complex.ofReal_inj, h2, hs]
  ring
```

Q: And equality? I would expect it when \(V\) is conserved.

A: That is the condition, stated through \(\rho\). Entry by entry,

\[
(V\rho-\rho V)_{mk}=V_{mk}(p_k-p_m),
\]

so \(V\) commutes with \(\rho\) exactly when, for every pair, \(V_{mk}=0\) or \(p_m=p_k\). For a thermal state with \(0<\beta<\infty\), equal populations mean equal energies, and commuting with \(\rho\) is the same as commuting with \(H\). The Lean proof reads off the matrix entries and cancels a non-zero \(V_{mk}\).

```lean
/-- `V` commutes with `ρ` exactly when it has no matrix element between states of different
population. -/
theorem commute_iff (p : ι → ℝ) (V : Matrix ι ι ℂ) :
    Commute V (diagOp p) ↔ ∀ m k, V m k = 0 ∨ p m = p k := by
  constructor
  · intro h m k
    have h1 := congrFun (congrFun h.eq m) k
    simp only [diagOp, Matrix.mul_diagonal, Matrix.diagonal_mul] at h1
    by_cases hv : V m k = 0
    · exact Or.inl hv
    · have h2 : (p k : ℂ) = p m := mul_left_cancel₀ hv (h1.trans (mul_comm _ _))
      exact Or.inr (Complex.ofReal_injective h2).symm
  · intro h
    show V * diagOp p = diagOp p * V
    ext m k
    simp only [diagOp, Matrix.mul_diagonal, Matrix.diagonal_mul]
    rcases h m k with h | h
    · simp [h]
    · rw [h, mul_comm]
```

Now compare two weights \(F_{mk}\) and \(G_{mk}\) that agree when \(p_m=p_k\) and satisfy \(F_{mk}<G_{mk}\) otherwise. The difference of the weighted sums is

\[
\sum_{m,k}|V_{mk}|^2(G_{mk}-F_{mk})\ge 0 .
\]

Every term is non-negative, so the total vanishes only if each term does. A term with \(p_m\ne p_k\) vanishes only if \(V_{mk}=0\), which is the commutation condition. Conversely, under that condition every term is zero.

In the lemma below, `hle` is the termwise inequality. `Finset.sum_eq_sum_iff_of_le` passes from equal sums to equal terms, first over rows and then within a row.

```lean
/-- If two weights agree for equal populations and satisfy `F < G` for different ones, the
weighted sums of squared matrix elements are ordered, with equality exactly when `V` commutes
with `ρ`. -/
theorem weighted_sum_compare (p : ι → ℝ) (V : Matrix ι ι ℂ) (F G : ι → ι → ℝ)
    (heq : ∀ m k, p m = p k → F m k = G m k) (hlt : ∀ m k, p m ≠ p k → F m k < G m k) :
    ∑ m, ∑ k, ‖V m k‖ ^ 2 * F m k ≤ ∑ m, ∑ k, ‖V m k‖ ^ 2 * G m k ∧
    (∑ m, ∑ k, ‖V m k‖ ^ 2 * F m k = ∑ m, ∑ k, ‖V m k‖ ^ 2 * G m k ↔
      Commute V (diagOp p)) := by
  have hle : ∀ m k, ‖V m k‖ ^ 2 * F m k ≤ ‖V m k‖ ^ 2 * G m k := by
    intro m k
    rcases eq_or_ne (p m) (p k) with h | h
    · rw [heq m k h]
    · exact mul_le_mul_of_nonneg_left (hlt m k h).le (sq_nonneg _)
  have hrow : ∀ m, ∑ k, ‖V m k‖ ^ 2 * F m k ≤ ∑ k, ‖V m k‖ ^ 2 * G m k :=
    fun m => Finset.sum_le_sum fun k _ => hle m k
  refine ⟨Finset.sum_le_sum fun m _ => hrow m, ?_⟩
  rw [Finset.sum_eq_sum_iff_of_le fun m _ => hrow m, commute_iff]
  constructor
  · intro h m k
    -- equality of the sums forces equality term by term
    have h1 := (Finset.sum_eq_sum_iff_of_le fun k _ => hle m k).1
      (h m (Finset.mem_univ m)) k (Finset.mem_univ k)
    by_contra hc
    obtain ⟨hv, hne⟩ := not_or.1 hc
    have hpos : 0 < ‖V m k‖ ^ 2 := pow_pos (norm_pos_iff.2 hv) 2
    exact (mul_lt_mul_of_pos_left (hlt m k hne) hpos).ne h1
  · intro h m _
    refine Finset.sum_congr rfl fun k _ => ?_
    rcases h m k with h | h
    · simp [h]
    · rw [heq m k h]
```

Q: So the theorem applies this comparison twice?

A: Yes. `lower` compares the geometric with the logarithmic mean, and `upper` the logarithmic with the arithmetic mean. For equal populations all three means coincide. Rewriting the trace with `trace_rho_sq` then gives the result.

```lean
/-- For Hermitian `V` and positive populations, the Kubo-Mori sum lies between the sum with
geometric-mean weights and `tr (ρ V²)`, and either bound is attained exactly when `V` commutes with
`ρ`. -/
theorem kuboMori_bounds {p : ι → ℝ} (hp : ∀ m, 0 < p m) {V : Matrix ι ι ℂ}
    (hV : V.IsHermitian) :
    (∑ m, ∑ k, ‖V m k‖ ^ 2 * √(p m * p k) ≤ kuboMori p V ∧
      kuboMori p V ≤ (trace (diagOp p * V * V)).re) ∧
    (∑ m, ∑ k, ‖V m k‖ ^ 2 * √(p m * p k) = kuboMori p V ↔ Commute V (diagOp p)) ∧
    (kuboMori p V = (trace (diagOp p * V * V)).re ↔ Commute V (diagOp p)) := by
  have lower := weighted_sum_compare p V (fun m k => √(p m * p k))
    (fun m k => logMean (p m) (p k))
    (fun m k h => by simp [logMean, h, Real.sqrt_mul_self (hp k).le])
    (fun m k h => (logMean_strict (hp m) (hp k) h).1)
  have upper := weighted_sum_compare p V (fun m k => logMean (p m) (p k))
    (fun m k => (p m + p k) / 2)
    (fun m k h => by simp [logMean, h])
    (fun m k h => (logMean_strict (hp m) (hp k) h).2)
  rw [trace_rho_sq p hV, Complex.ofReal_re]
  exact ⟨⟨lower.1, upper.1⟩, lower.2, upper.2⟩

end

end KuboMoriBounds
```

```lean
#print axioms KuboMoriBounds.kuboMori_bounds
```

```
'KuboMoriBounds.kuboMori_bounds' depends on axioms: [propext, Classical.choice, Quot.sound]
```

Q: Read me that statement in words, hypotheses included.

A: Let every \(p_m\) be positive (`hp`) and \(V\) Hermitian (`hV`). Then

\[
\sum_{m,k}|V_{mk}|^2\sqrt{p_mp_k}\;\le\;\sum_{m,k}|V_{mk}|^2L(p_m,p_k)\;\le\;\mathrm{tr}(\rho V^2),
\]

and each inequality, taken separately, is an equality if and only if \(V\rho=\rho V\), written `Commute V (diagOp p)`. The `.re` only turns the complex-valued trace into a real number, and nothing is lost since the trace is real.

Positivity says that every level is populated, as in a thermal state at non-zero temperature. Ground states with empty levels are not covered, nor are infinite-dimensional systems.

Q: I see no condition \(\sum_m p_m=1\), and no subtraction of \(\langle V\rangle^2\). My susceptibility has both.

A: Normalisation isn't needed, because all three expressions scale by the same factor when `p` does. You may add it. As for the subtraction, take normalised \(p\) and subtract \(\langle V\rangle^2\) from all three members: the order and the equality cases survive. With the response formula from the start, the upper bound becomes

\[
\chi\le\beta\big(\langle V^2\rangle-\langle V\rangle^2\big).
\]

Both averages on the right are taken in the quantum thermal state \(\rho\); the variance from a classical simulation is a different quantity, and the theorem says nothing about it. A quantum simulation of a system with finitely many levels that reports \(\beta\) times this variance as the static isothermal susceptibility therefore estimates an upper bound on \(\chi\). The bound equals \(\chi\) when \(V\) commutes with \(H\).

Q: Give me numbers.

A: Take two levels with \(p=(4/5,\,1/5)\), so that \(\beta\) times the gap is \(\ln 4\), and let \(V=\sigma_x\). The only non-zero elements are \(V_{12}=V_{21}=1\), so each sum is twice one mean:

\[
2\sqrt{\tfrac{4}{25}}=0.8,\qquad
2\cdot\frac{3/5}{\ln 4}\approx 0.866,\qquad
2\cdot\tfrac12\Big(\tfrac45+\tfrac15\Big)=1 .
\]

The last value agrees with \(\mathrm{tr}(\rho\sigma_x^2)=\mathrm{tr}\,\rho=1\). Here \(\langle\sigma_x\rangle=0\), so \(\chi\approx0.866\,\beta\), while the fluctuation formula would give \(\beta\). With \(V=\sigma_z\), which commutes with \(\rho\), only diagonal elements contribute and all three sums equal 1.

Q: Then my doubt shrinks to the response formula, which I can derive by perturbation theory.

A: Yes. Once you have it, subtracting \(\langle V\rangle^2\) and multiplying by \(\beta\) turns the theorem's inequalities into bounds on your susceptibility.
